# The trace of a linear superoperator on finite matrices as a sum over matrix units

A linear superoperator `f` sends complex square matrices, with rows and columns labelled by a finite set, to matrices of the same kind. The lemma says that its trace is the sum over all i and j of the (i, j) entry of f(E_ij), where E_ij is the matrix with 1 at (i, j) and 0 elsewhere. Only linearity is assumed of `f`; it need not preserve positivity or the trace. The attempt reads a matrix as a vector of its entries through an equivalence `e`, shows in `hb` that the corresponding basis vectors are the matrix units, and compares the two sums term by term.

The first attempt, which Lean rejects:

```lean
import Mathlib

open Matrix

namespace TraceEqSumUnits

noncomputable section

variable {G n : Type*} [Group G] [Fintype G] [Fintype n] [DecidableEq n]

/-- The trace of a linear map on matrices is the sum of its diagonal elements in the basis of
matrix units. -/
theorem trace_eq_sum_units (f : Matrix n n ℂ →ₗ[ℂ] Matrix n n ℂ) :
    LinearMap.trace ℂ _ f = ∑ i, ∑ j, f (Matrix.single i j 1) i j := by
  let e : Matrix n n ℂ ≃ₗ[ℂ] (n × n → ℂ) :=
    { toFun := fun B p => B p.1 p.2
      invFun := fun v => Matrix.of fun i j => v (i, j)
      map_add' := fun _ _ => rfl
      map_smul' := fun _ _ => rfl
      left_inv := fun _ => rfl
      right_inv := fun _ => rfl }
  -- the basis vectors belonging to these coordinates are the matrix units
  have hb : ∀ i j, e.symm (Pi.single (i, j) 1) = Matrix.single i j 1 := by
    intro i j
    ext k l
    change (Pi.single (i, j) (1 : ℂ) : n × n → ℂ) (k, l) = _
    simp [Matrix.single_apply, Pi.single_apply, Prod.ext_iff, eq_comm]
  rw [LinearMap.trace_eq_matrix_trace ℂ (Module.Basis.ofEquivFun e), Matrix.trace,
    Fintype.sum_prod_type]
  refine Finset.sum_congr rfl fun i _ => Finset.sum_congr rfl fun j _ => ?_
  rw [Matrix.diag_apply, LinearMap.toMatrix_apply, Module.Basis.ofEquivFun_repr_apply,
    Module.Basis.coe_ofEquivFun, hb]
  rfl

end

end TraceEqSumUnits
```

The compiler's answer:

```
Main.lean:32:33: error: Tactic `rewrite` failed: Did not find an occurrence of the pattern
  e.symm (Pi.single (?i, ?j) 1)
in the target expression
  e (f ((fun i => e.symm (Pi.single i 1)) (i, j))) (i, j) = f (single i j 1) i j

n : Type u_2
inst✝¹ : Fintype n
inst✝ : DecidableEq n
f : Matrix n n ℂ →ₗ[ℂ] Matrix n n ℂ
e : Matrix n n ℂ ≃ₗ[ℂ] n × n → ℂ :=
  { toFun := fun B p => B p.1 p.2, map_add' := ⋯, map_smul' := ⋯, invFun := fun v => of fun i j => v (i, j),
    left_inv := ⋯, right_inv := ⋯ }
hb : ∀ (i j : n), e.symm (Pi.single (i, j) 1) = single i j 1
i : n
x✝¹ : i ∈ Finset.univ
j : n
x✝ : j ∈ Finset.univ
⊢ e (f ((fun i => e.symm (Pi.single i 1)) (i, j))) (i, j) = f (single i j 1) i j

Note: The target expression is not type-correct under the `implicit` transparency level, which may have triggered the failure. This is usually caused by unfolding of semireducible definitions in prior tactic steps. Use `set_option linter.tacticCheckInstances true` to investigate the source of the issue.
Full error:
  function expected
    f (single i j 1) i
```

Cause. The message says that `rw` found no instance of the left side of `hb`, `e.symm (Pi.single (?i, ?j) 1)`. After the rewrite by `Module.Basis.coe_ofEquivFun`, the goal holds instead `(fun i => e.symm (Pi.single i 1)) (i, j)`, a function not yet applied to its argument. Inside it `Pi.single` takes the bound variable `i`, not a pair, so the pattern is not there as written, though evaluating the function would produce it.

Lean's note adds a possible contributing cause: `f (single i j 1) i` uses a matrix as a function, which does not type-check at the `implicit` transparency level unless `Matrix` is unfolded.

The repair drops `hb` from the `rw` and applies it through `congrArg`, which gives equality of the (i, j) entries of `f` at the two matrices. `exact` accepts this because it agrees with the goal by definition, once the function is applied and `e` is unfolded to reading off an entry. This also closes the goal, so the final `rfl` goes.

This version goes through:

```diff
@@ -30,6 +30,6 @@
   refine Finset.sum_congr rfl fun i _ => Finset.sum_congr rfl fun j _ => ?_
   rw [Matrix.diag_apply, LinearMap.toMatrix_apply, Module.Basis.ofEquivFun_repr_apply,
-    Module.Basis.coe_ofEquivFun, hb]
-  rfl
+    Module.Basis.coe_ofEquivFun]
+  exact congrArg (fun B : Matrix n n ℂ => f B i j) (hb i j)
 
 end
```
